# For a symmetric electrolyte on a finite grid, linearised Poisson-Boltzmann theory never gives a larger stabilisation by salt than the full theory

Take a single grid site with potential φ, fixed charge ρ, field energy φ²/2 and an ionic term of strength 1. The electrostatic energy, a free energy because it includes the entropy of the ions, is the maximum over φ of

ρφ − φ²/2 − (cosh φ − 1).

Setting the derivative to zero gives φ + sinh φ = ρ. Choose ρ = 1 + sinh 1 ≈ 2.1752, so that φ = 1. The maximum is then

2.1752 − 0.5 − 0.5431 = 1.1321.

The linearised theory replaces cosh φ − 1 by φ²/2. Its maximum is ρ²/4 ≈ 1.1829, and without salt the maximum is ρ²/2 ≈ 2.3658. Salt therefore lowers the energy by 1.2336 in the full theory and by 1.1829 in the linearised one. Away from φ = 0 the parabola lies below the cosh curve, so the linearised theory subtracts less at every nonzero potential, and its maximum here is higher.

## The inequality on a grid of any finite size

Let φ and ρ be real vectors over the sites i, let ⟨a, b⟩ = ∑ a_i b_i, let L be a real symmetric positive definite matrix, and let c_i ≥ 0. For an ionic term W define

F_W(φ) = ⟨ρ, φ⟩ − ⟨φ, Lφ⟩/2 − W(φ).

Write G_PB, G_LPB and G_0 for the maxima of F_W with W = ∑ c_i (cosh φ_i − 1), W = ∑ c_i φ_i²/2 and W = 0. The claim is that these maxima exist and that

G_PB ≤ G_LPB ≤ G_0.

**Comparing the ionic terms.** For x ≠ 0, sinh y > y at y = |x|/2 > 0 gives

cosh x − 1 = 2 sinh²(|x|/2) > x²/2.

**Existence.** Let ‖φ‖ be the largest |φ_i|. On the unit sphere of this norm ⟨φ, Lφ⟩ has a smallest value m > 0, so by scaling ⟨φ, Lφ⟩ ≥ m‖φ‖² for all φ. (On an empty grid any m will do.) With B = ∑ |ρ_i| and W ≥ 0,

F_W(φ) ≤ B‖φ‖ − m‖φ‖²/2,

which is at most 0 once ‖φ‖ ≥ 2B/m. Since F_W(0) = 0, the maximum over the closed ball of radius 2B/m is the maximum over all potentials.

**Ordering.** Let φ maximise the full functional. Then

G_PB = F_PB(φ) ≤ F_LPB(φ) ≤ G_LPB.

The same argument gives G_LPB ≤ G_0. Subtracting from G_0 yields

0 ≤ G_0 − G_LPB ≤ G_0 − G_PB.

**Strictness.** Let φ₀ be the salt-free potential, Lφ₀ = ρ. Then G_PB < G_LPB exactly when φ₀ is nonzero at some site with c_i ≠ 0.

Suppose first that φ₀ vanishes at all such sites. Completing the square gives, for every ψ,

⟨ρ, ψ⟩ − ⟨ψ, Lψ⟩/2 = ⟨ρ, φ₀⟩/2 − ⟨ψ − φ₀, L(ψ − φ₀)⟩/2 ≤ ⟨ρ, φ₀⟩/2 = F_PB(φ₀).

Hence G_LPB ≤ G_PB, and the two are equal.

Now suppose that φ₀ is nonzero at a site with ions, and let φ maximise F_PB. Put r_i = ρ_i − (Lφ)_i − c_i sinh φ_i. The derivative of F_PB(φ + t r) at t = 0 is ⟨r, r⟩, and it must vanish, so

(Lφ)_i + c_i sinh φ_i = ρ_i.

If φ vanished wherever c_i ≠ 0, this would read Lφ = ρ, so φ = φ₀, a contradiction. So φ is nonzero at a site with ions, where the comparison of ionic terms is strict, and G_PB = F_PB(φ) < F_LPB(φ) ≤ G_LPB.

**A singular L.** Positive semidefiniteness of L is not enough for a maximum to exist. On one site with L = 0, c = 0 and ρ = 1 the functional is φ itself, which is unbounded.

## Potentials, ions and energies in Lean

The sites are the elements of a finite type `n`.

```lean
import Mathlib

open Matrix

namespace LinearisedPoissonBoltzmann

noncomputable section

variable {n : Type*} [Fintype n]
```

The matrix `L` stands for the discretised operator −∇·ε∇, including the dielectric profile and boundary conditions. Periodic boundary conditions on all sides make `L` singular, since a constant potential then has no field energy, so the theorems that assume a positive definite `L` do not cover them. The potential is measured in units of kT/e and the energy in units of kT.

```lean
/-- The electrostatic functional `⟨ρ, φ⟩ - ⟨φ, L φ⟩ / 2 - W φ` of a potential `φ` on a grid,
with fixed charge `ρ`, Poisson matrix `L` and ionic term `W`. -/
def functional (L : Matrix n n ℝ) (ρ : n → ℝ) (W : (n → ℝ) → ℝ) (φ : n → ℝ) : ℝ :=
  ρ ⬝ᵥ φ - (φ ⬝ᵥ (L *ᵥ φ)) / 2 - W φ
```

The cosh form describes point-like monovalent ions of both signs in mean field. The number `c i` is then the mean number of ions that the cell would hold in bulk electrolyte, and it is zero where ions are excluded.

```lean
/-- The ionic term of the full Poisson-Boltzmann theory, `∑ c_i (cosh φ_i - 1)`. -/
def boltzmannIons (c φ : n → ℝ) : ℝ := ∑ i, c i * (Real.cosh (φ i) - 1)

/-- The ionic term of the linearised theory, `∑ c_i φ_i² / 2`. -/
def debyeIons (c φ : n → ℝ) : ℝ := ∑ i, c i * (φ i ^ 2 / 2)
```

The energy is a supremum, to which Lean assigns a value even when the functional is unbounded. The attainment theorem below is what makes it a true maximum.

```lean
/-- The electrostatic energy: the supremum of the functional over all potentials. -/
def energy (L : Matrix n n ℝ) (ρ : n → ℝ) (W : (n → ℝ) → ℝ) : ℝ :=
  ⨆ φ, functional L ρ W φ

/-- The stabilisation by salt: the energy without ions minus the energy with ionic term `W`. -/
def saltStabilisation (L : Matrix n n ℝ) (ρ : n → ℝ) (W : (n → ℝ) → ℝ) : ℝ :=
  energy L ρ (fun _ => 0) - energy L ρ W
```

## Comparing the ionic terms site by site

The first lemma uses the identity for cosh x − 1 at |x|/2. The second sums over sites, with x = 0 treated separately.

```lean
/-- At any nonzero potential the ionic term of a site with `c_i = 1` is larger in the full theory
than in the linearised one. -/
theorem half_sq_lt_cosh {x : ℝ} (hx : x ≠ 0) : x ^ 2 / 2 < Real.cosh x - 1 := by
  have hy : 0 < |x| / 2 := by positivity
  have hs : |x| / 2 < Real.sinh (|x| / 2) := Real.self_lt_sinh_iff.2 hy
  -- cosh x - 1 = 2 sinh² (x / 2)
  have h2 : Real.cosh x = Real.cosh (|x| / 2) ^ 2 + Real.sinh (|x| / 2) ^ 2 := by
    rw [← Real.cosh_two_mul, mul_div_cancel₀ |x| (two_ne_zero), Real.cosh_abs]
  have h3 := Real.cosh_sq (|x| / 2)
  have h4 := sq_abs x
  nlinarith

/-- For nonnegative ion strengths the linearised ionic term never exceeds the full one. -/
theorem debye_le_boltzmann {c : n → ℝ} (hc : ∀ i, 0 ≤ c i) (φ : n → ℝ) :
    debyeIons c φ ≤ boltzmannIons c φ := by
  refine Finset.sum_le_sum fun i _ => mul_le_mul_of_nonneg_left ?_ (hc i)
  by_cases h : φ i = 0
  · simp [h]
  · exact (half_sq_lt_cosh h).le
```

## Existence of the maximum

The expansion of the quadratic form uses the symmetry of `L`. It serves later for the variation and for completing the square.

```lean
/-- The quadratic form `⟨φ, L φ⟩`, twice the field energy, expanded for a sum of two potentials and
a symmetric Poisson matrix. -/
theorem quad_add {L : Matrix n n ℝ} (hL : L.IsSymm) (a b : n → ℝ) :
    (a + b) ⬝ᵥ (L *ᵥ (a + b)) =
      a ⬝ᵥ (L *ᵥ a) + 2 * (b ⬝ᵥ (L *ᵥ a)) + b ⬝ᵥ (L *ᵥ b) := by
  have h : a ⬝ᵥ (L *ᵥ b) = b ⬝ᵥ (L *ᵥ a) := by
    rw [Matrix.dotProduct_mulVec, ← Matrix.mulVec_transpose, hL.eq, dotProduct_comm]
  rw [Matrix.mulVec_add, add_dotProduct, dotProduct_add, dotProduct_add, h]
  ring
```

The constant m is the minimum on the compact unit sphere, and the final `calc` does the scaling.

```lean
/-- For a positive definite Poisson matrix the field energy grows at least quadratically with
the size of the potential. -/
theorem coercive {L : Matrix n n ℝ} (hL : L.PosDef) :
    ∃ m > 0, ∀ φ : n → ℝ, m * ‖φ‖ ^ 2 ≤ φ ⬝ᵥ (L *ᵥ φ) := by
  have hcont : Continuous fun φ : n → ℝ => φ ⬝ᵥ (L *ᵥ φ) := by
    simp only [dotProduct, Matrix.mulVec]
    fun_prop
  have hunit : ∀ φ : n → ℝ, φ ≠ 0 → ‖φ‖⁻¹ • φ ∈ Metric.sphere (0 : n → ℝ) 1 := by
    intro φ h
    rw [mem_sphere_zero_iff_norm, norm_smul, norm_inv, norm_norm,
      inv_mul_cancel₀ (norm_ne_zero_iff.2 h)]
  rcases (Metric.sphere (0 : n → ℝ) 1).eq_empty_or_nonempty with he | hne
  · refine ⟨1, one_pos, fun φ => ?_⟩
    have h : φ = 0 := by
      by_contra h
      have hmem := hunit φ h
      rw [he] at hmem
      exact hmem
    simp [h]
  · -- the smallest value of `⟨φ, L φ⟩` on the unit sphere is the constant
    obtain ⟨u, hu, hmin⟩ := (isCompact_sphere (0 : n → ℝ) 1).exists_isMinOn hne hcont.continuousOn
    have hu0 : u ≠ 0 := by
      rintro rfl
      simp at hu
    refine ⟨u ⬝ᵥ (L *ᵥ u), by simpa using hL.dotProduct_mulVec_pos hu0, fun φ => ?_⟩
    by_cases h : φ = 0
    · simp [h]
    have hp : 0 < ‖φ‖ := norm_pos_iff.2 h
    have h1 : u ⬝ᵥ (L *ᵥ u) ≤ (‖φ‖⁻¹ • φ) ⬝ᵥ (L *ᵥ (‖φ‖⁻¹ • φ)) := hmin (hunit φ h)
    rw [Matrix.mulVec_smul, smul_dotProduct, dotProduct_smul, smul_eq_mul, smul_eq_mul] at h1
    calc _ ≤ (‖φ‖⁻¹ * (‖φ‖⁻¹ * (φ ⬝ᵥ (L *ᵥ φ)))) * ‖φ‖ ^ 2 := by gcongr
      _ = _ := by field_simp
```

`IsGreatest (Set.range …) (energy …)` says that the energy is a value of the functional and an upper bound for all its values. In the proof `hB` is the bound by B‖φ‖, and `nlinarith` combines it with `coercive` outside the ball.

```lean
/-- For a positive definite Poisson matrix and a continuous, nonnegative ionic term that vanishes
at zero potential, the energy is attained as a maximum. -/
theorem energy_attained {L : Matrix n n ℝ} (hL : L.PosDef) (ρ : n → ℝ) {W : (n → ℝ) → ℝ}
    (hW : Continuous W) (h0 : W 0 = 0) (hpos : ∀ φ, 0 ≤ W φ) :
    IsGreatest (Set.range (functional L ρ W)) (energy L ρ W) := by
  obtain ⟨m, hm, hq⟩ := coercive hL
  have hB : ∀ φ : n → ℝ, ρ ⬝ᵥ φ ≤ (∑ i, |ρ i|) * ‖φ‖ := by
    intro φ
    rw [dotProduct, Finset.sum_mul]
    refine Finset.sum_le_sum fun i _ => (le_abs_self _).trans ?_
    rw [abs_mul]
    exact mul_le_mul_of_nonneg_left (norm_le_pi_norm φ i) (abs_nonneg _)
  have hB0 : 0 ≤ ∑ i, |ρ i| := Finset.sum_nonneg fun i _ => abs_nonneg _
  have hcont : Continuous (functional L ρ W) := by
    unfold functional
    simp only [dotProduct, Matrix.mulVec]
    fun_prop
  have hR : 0 ≤ 2 * (∑ i, |ρ i|) / m := by positivity
  obtain ⟨φ, -, hφ⟩ := (isCompact_closedBall (0 : n → ℝ) (2 * (∑ i, |ρ i|) / m)).exists_isMaxOn
    ⟨0, Metric.mem_closedBall_self hR⟩ hcont.continuousOn
  have hmax : ∀ ψ, functional L ρ W ψ ≤ functional L ρ W φ := by
    intro ψ
    by_cases hψ : ψ ∈ Metric.closedBall (0 : n → ℝ) (2 * (∑ i, |ρ i|) / m)
    · exact hφ hψ
    · -- outside the ball the functional is below its value at zero potential
      rw [mem_closedBall_zero_iff, not_le, div_lt_iff₀ hm] at hψ
      have hz : functional L ρ W 0 ≤ functional L ρ W φ := hφ (Metric.mem_closedBall_self hR)
      have hz0 : functional L ρ W 0 = 0 := by simp [functional, h0]
      have h1 := mul_nonneg (norm_nonneg ψ) (sub_nonneg.2 hψ.le)
      have h2 : functional L ρ W ψ ≤ 0 := by
        unfold functional
        nlinarith [hB ψ, hq ψ, hpos ψ]
      linarith
  have hE : energy L ρ W = functional L ρ W φ :=
    le_antisymm (ciSup_le hmax) (le_ciSup ⟨_, Set.forall_mem_range.2 hmax⟩ φ)
  rw [hE]
  exact ⟨⟨φ, rfl⟩, Set.forall_mem_range.2 hmax⟩
```

## The energy and the stabilisation by salt

The hypotheses are `L.PosDef`, which for a real matrix includes symmetry, and `0 ≤ c i` at every site. The proof inserts the full maximiser into the linearised functional.

```lean
/-- For a positive definite Poisson matrix and nonnegative ion strengths, the full and the
linearised functional both attain their maxima, and the full maximum is at most the linearised. -/
theorem poissonBoltzmann_le_linearised {L : Matrix n n ℝ} (hL : L.PosDef) (ρ : n → ℝ)
    {c : n → ℝ} (hc : ∀ i, 0 ≤ c i) :
    IsGreatest (Set.range (functional L ρ (boltzmannIons c))) (energy L ρ (boltzmannIons c)) ∧
    IsGreatest (Set.range (functional L ρ (debyeIons c))) (energy L ρ (debyeIons c)) ∧
    energy L ρ (boltzmannIons c) ≤ energy L ρ (debyeIons c) := by
  have hd : ∀ φ, 0 ≤ debyeIons c φ := fun φ =>
    Finset.sum_nonneg fun i _ => mul_nonneg (hc i) (by positivity)
  have h1 := energy_attained hL ρ (W := boltzmannIons c)
    (continuous_finsetSum _ fun i _ => continuous_const.mul
      ((Real.continuous_cosh.comp (continuous_apply i)).sub continuous_const))
    (by simp [boltzmannIons]) (fun φ => (hd φ).trans (debye_le_boltzmann hc φ))
  have h2 := energy_attained hL ρ (W := debyeIons c)
    (by unfold debyeIons; fun_prop) (by simp [debyeIons]) hd
  refine ⟨h1, h2, ?_⟩
  -- insert the maximiser of the full functional into the linearised one
  obtain ⟨φ, hφ⟩ := h1.1
  rw [← hφ]
  exact (sub_le_sub_left (debye_le_boltzmann hc φ) _).trans (h2.2 ⟨φ, rfl⟩)
```

The next theorem subtracts both energies from the salt-free one. For continuum-solvent electronic-structure calculations with this ion model, it fixes the sign of the linearisation error for a given solute charge on a given grid. It gives no size for that error, and it does not treat a solute density that relaxes in response to the salt.

```lean
/-- For a positive definite Poisson matrix and nonnegative ion strengths, the linearised theory
gives a nonnegative stabilisation by salt that never exceeds that of the full theory. -/
theorem linearised_stabilisation_le {L : Matrix n n ℝ} (hL : L.PosDef) (ρ : n → ℝ)
    {c : n → ℝ} (hc : ∀ i, 0 ≤ c i) :
    0 ≤ saltStabilisation L ρ (debyeIons c) ∧
    saltStabilisation L ρ (debyeIons c) ≤ saltStabilisation L ρ (boltzmannIons c) := by
  obtain ⟨-, h2, h3⟩ := poissonBoltzmann_le_linearised hL ρ hc
  have h0 := energy_attained hL ρ (W := fun _ => 0) continuous_const rfl (fun _ => le_rfl)
  refine ⟨sub_nonneg.2 ?_, sub_le_sub_left h3 _⟩
  obtain ⟨φ, hφ⟩ := h2.1
  rw [← hφ]
  have hd : 0 ≤ debyeIons c φ :=
    Finset.sum_nonneg fun i _ => mul_nonneg (hc i) (by positivity)
  exact (sub_le_sub_left hd _).trans (h0.2 ⟨φ, rfl⟩)
```

## When the inequality is strict

The Poisson-Boltzmann equation follows by varying the maximiser along its residual `r`. Here `hexp` expands the functional in t, `hd` differentiates it, and `hrr` is ⟨r, r⟩ = 0.

```lean
/-- For a symmetric Poisson matrix, a potential that maximises the full functional solves the
Poisson-Boltzmann equation `(L φ)_i + c_i sinh φ_i = ρ_i`. -/
theorem maximiser_solves {L : Matrix n n ℝ} (hL : L.IsSymm) {ρ c φ : n → ℝ}
    (hφ : ∀ ψ, functional L ρ (boltzmannIons c) ψ ≤ functional L ρ (boltzmannIons c) φ) (i : n) :
    (L *ᵥ φ) i + c i * Real.sinh (φ i) = ρ i := by
  -- vary the potential along the residual r of the equation
  obtain ⟨r, hr⟩ : ∃ r : n → ℝ, ∀ i, r i = ρ i - (L *ᵥ φ) i - c i * Real.sinh (φ i) :=
    ⟨_, fun _ => rfl⟩
  have hexp : ∀ t : ℝ, functional L ρ (boltzmannIons c) (φ + t • r) =
      (ρ ⬝ᵥ φ - (φ ⬝ᵥ (L *ᵥ φ)) / 2) + t * (ρ ⬝ᵥ r - r ⬝ᵥ (L *ᵥ φ))
        + t ^ 2 * (-(r ⬝ᵥ (L *ᵥ r)) / 2) - ∑ i, c i * (Real.cosh (φ i + t * r i) - 1) := by
    intro t
    unfold functional boltzmannIons
    rw [quad_add hL]
    simp only [dotProduct_add, dotProduct_smul, smul_dotProduct, Matrix.mulVec_smul,
      smul_eq_mul, Pi.add_apply, Pi.smul_apply]
    ring
  have hid := hasDerivAt_id' (0 : ℝ)
  have hion : ∀ i, HasDerivAt (fun t : ℝ => c i * (Real.cosh (φ i + t * r i) - 1))
      (c i * (Real.sinh (φ i) * r i)) 0 := by
    intro i
    have ha : HasDerivAt (fun t : ℝ => φ i + t * r i) (r i) 0 :=
      ((hid.mul_const (r i)).const_add (φ i)).congr_deriv (one_mul _)
    exact ((ha.cosh.sub_const 1).const_mul (c i)).congr_deriv (by simp)
  have hd : HasDerivAt (fun t : ℝ => functional L ρ (boltzmannIons c) (φ + t • r))
      (ρ ⬝ᵥ r - r ⬝ᵥ (L *ᵥ φ) - ∑ i, c i * (Real.sinh (φ i) * r i)) 0 := by
    rw [funext hexp]
    exact ((((hid.mul_const _).const_add _).fun_add ((hid.fun_pow 2).mul_const _)).fun_sub
      (HasDerivAt.fun_sum fun i _ => hion i)).congr_deriv (by simp)
  have hm : IsLocalMax (fun t : ℝ => functional L ρ (boltzmannIons c) (φ + t • r)) 0 :=
    Filter.Eventually.of_forall fun t => by simpa using hφ (φ + t • r)
  -- the derivative is the squared length of r
  have hrr : r ⬝ᵥ r = 0 := by
    refine Eq.trans ?_ (hm.hasDerivAt_eq_zero hd)
    simp only [dotProduct, ← Finset.sum_sub_distrib]
    exact Finset.sum_congr rfl fun i _ => by linear_combination r i * hr i
  have hi := hr i
  rw [dotProduct_self_eq_zero.1 hrr, Pi.zero_apply] at hi
  linarith
```

The salt-free potential enters through the hypothesis `L *ᵥ φ₀ = ρ`. The first direction completes the square. The second splits on whether the full maximiser is nonzero at a site with ions, and excludes the case where it is not by showing `φ = φ₀`.

```lean
/-- Let `L` be positive definite, the ion strengths nonnegative and `φ₀` the salt-free potential.
The full energy lies strictly below the linearised one exactly when `φ₀` is nonzero at some site
with nonzero ion strength. -/
theorem strict_iff {L : Matrix n n ℝ} (hL : L.PosDef) {ρ c φ₀ : n → ℝ} (hc : ∀ i, 0 ≤ c i)
    (h₀ : L *ᵥ φ₀ = ρ) :
    energy L ρ (boltzmannIons c) < energy L ρ (debyeIons c) ↔ ∃ i, c i ≠ 0 ∧ φ₀ i ≠ 0 := by
  have hs : L.IsSymm := by
    change Lᵀ = L
    rw [← Matrix.conjTranspose_eq_transpose_of_trivial]
    exact hL.isHermitian
  obtain ⟨h1, h2, -⟩ := poissonBoltzmann_le_linearised hL ρ hc
  constructor
  · intro hlt
    by_contra hno
    have hz : boltzmannIons c φ₀ = 0 := by
      refine Finset.sum_eq_zero fun i _ => ?_
      by_cases hci : c i = 0
      · simp [hci]
      · have hi : φ₀ i = 0 := by
          by_contra h
          exact hno ⟨i, hci, h⟩
        simp [hi]
    obtain ⟨ψ, hψ⟩ := h2.1
    have hle := h1.2 ⟨φ₀, rfl⟩
    have hd : 0 ≤ debyeIons c ψ :=
      Finset.sum_nonneg fun i _ => mul_nonneg (hc i) (by positivity)
    -- complete the square around the salt-free potential
    obtain ⟨m, hm, hq⟩ := coercive hL
    have hq' : 0 ≤ (ψ - φ₀) ⬝ᵥ (L *ᵥ (ψ - φ₀)) := le_trans (by positivity) (hq (ψ - φ₀))
    have hsq := quad_add hs φ₀ (ψ - φ₀)
    rw [add_sub_cancel, h₀, sub_dotProduct ψ φ₀ ρ] at hsq
    rw [← hψ] at hlt
    unfold functional at hlt hle
    rw [hz, h₀] at hle
    rw [dotProduct_comm ρ φ₀] at hle
    rw [dotProduct_comm ρ ψ] at hlt
    linarith
  · rintro ⟨i, hci, hi⟩
    obtain ⟨φ, hφ⟩ := h1.1
    by_cases h : ∃ j, c j ≠ 0 ∧ φ j ≠ 0
    · obtain ⟨j, hcj, hj⟩ := h
      have hlt : debyeIons c φ < boltzmannIons c φ := by
        refine Finset.sum_lt_sum (fun k _ => mul_le_mul_of_nonneg_left ?_ (hc k))
          ⟨j, Finset.mem_univ j, mul_lt_mul_of_pos_left (half_sq_lt_cosh hj)
            (lt_of_le_of_ne (hc j) hcj.symm)⟩
        by_cases hk : φ k = 0
        · simp [hk]
        · exact (half_sq_lt_cosh hk).le
      rw [← hφ]
      exact (sub_lt_sub_left hlt _).trans_le (h2.2 ⟨φ, rfl⟩)
    · -- otherwise the maximiser is the salt-free potential itself
      exfalso
      have hLφ : L *ᵥ φ = ρ := by
        funext j
        have hj := maximiser_solves hs (fun ψ => (h1.2 ⟨ψ, rfl⟩).trans_eq hφ.symm) j
        by_cases hcj : c j = 0
        · simpa [hcj] using hj
        · have hj0 : φ j = 0 := by
            by_contra h'
            exact h ⟨j, hcj, h'⟩
          simpa [hj0] using hj
      have heq : φ = φ₀ := by
        by_contra hne
        have hp := hL.dotProduct_mulVec_pos (sub_ne_zero.2 hne)
        rw [Matrix.mulVec_sub, hLφ, h₀, sub_self, dotProduct_zero] at hp
        exact lt_irrefl _ hp
      exact h ⟨i, hci, heq ▸ hi⟩

end

end LinearisedPoissonBoltzmann
```

```lean
#print axioms LinearisedPoissonBoltzmann.linearised_stabilisation_le
#print axioms LinearisedPoissonBoltzmann.strict_iff
```

```
'LinearisedPoissonBoltzmann.linearised_stabilisation_le' depends on axioms: [propext, Classical.choice, Quot.sound]
'LinearisedPoissonBoltzmann.strict_iff' depends on axioms: [propext, Classical.choice, Quot.sound]
```
